# With fractional occupations, the power functional obeys the pair sum rule only at a = 1/2

In one-matrix functional theory the energy is computed from the natural spin orbitals and their occupations $n_i$. The electron repulsion, however, depends on the pair density matrix, for which no explicit exact expression in these quantities is known in general; approximate functionals model it in terms of the $n_i$. The power functional takes

$$\Gamma_{ij,kl} = n_i n_j\,\delta_{ik}\delta_{jl} - (n_i n_j)^a\,\delta_{il}\delta_{jk},$$

with a real parameter $a$. In a state of $N$ electrons, summing out the second electron of the pair matrix must leave $N-1$ times the one-matrix:

$$\sum_j \Gamma_{ij,kj} = (N-1)\,n_i\,\delta_{ik}, \qquad N=\sum_i n_i .$$

Which powers $a$ respect this sum rule?

The orbitals are labelled by a finite type `ι`. Neither a Hamiltonian nor a spatial form of the orbitals enters, and $N$ need not be an integer.

```lean
import Mathlib

open Finset

namespace PowerFunctional

noncomputable section

variable {ι : Type*} [Fintype ι] [DecidableEq ι]
```

The Kronecker delta is a real number, 0 or 1.

```lean
/-- The Kronecker delta of two orbital labels. -/
def delta (i j : ι) : ℝ := if i = j then 1 else 0
```

The pair matrix has ordered pairs of orbitals as its row and column labels, $(i,j)$ and $(k,l)$. The normalisation is the one used in the sum rule above, which requires the trace $N(N-1)$, without a factor $1/2$. For $a<0$ the expression is meaningful only if all occupations are positive.

```lean
/-- The power-functional pair matrix
`n_i n_j δ_ik δ_jl - (n_i n_j)^a δ_il δ_jk`, with row `(i, j)` and column `(k, l)`.
Its domain is nonnegative occupations, all of them positive if `a < 0`. -/
def pairMatrix (n : ι → ℝ) (a : ℝ) : Matrix (ι × ι) (ι × ι) ℝ := fun p q =>
  n p.1 * n p.2 * delta p.1 q.1 * delta p.2 q.2
    - (n p.1 * n p.2) ^ a * delta p.1 q.2 * delta p.2 q.1
```

Contraction sets $l=j$ and sums over $j$.

```lean
/-- Contraction of a pair matrix over the orbital of the second particle. -/
def contract (G : Matrix (ι × ι) (ι × ι) ℝ) : Matrix ι ι ℝ :=
  fun i k => ∑ j, G (i, j) (k, j)
```

## The trace as a function of the power

Contraction leaves the trace unchanged, since both traces are the same double sum:

$$\sum_i\Big(\sum_j \Gamma_{ij,ij}\Big)=\sum_{(i,j)}\Gamma_{ij,ij}.$$

```lean
omit [DecidableEq ι] in
/-- Contraction over the second particle preserves the trace. -/
theorem trace_contract (G : Matrix (ι × ι) (ι × ι) ℝ) :
    (contract G).trace = G.trace := by
  simp only [Matrix.trace, Matrix.diag_apply, contract, Fintype.sum_prod_type]
```

The exchange term will produce $(n_i n_i)^a$, which for $n_i\ge 0$ equals $n_i^{2a}$.

```lean
/-- For a nonnegative number, the power `a` of its square is its power `2a`. -/
theorem mul_self_rpow {x : ℝ} (hx : 0 ≤ x) (a : ℝ) : (x * x) ^ a = x ^ (2 * a) := by
  rw [Real.rpow_mul hx 2 a, Real.rpow_two, pow_two]
```

Now contract the two terms separately. In the direct term $\delta_{jj}=1$, so the sum over $j$ collects $N$. In the exchange term $\delta_{ij}\delta_{jk}$ keeps only $j=i$:

$$\sum_j n_i n_j\,\delta_{ik}\delta_{jj} = N n_i\,\delta_{ik},\qquad
\sum_j (n_i n_j)^a\,\delta_{ij}\delta_{jk} = n_i^{2a}\,\delta_{ik}.$$

These are `h1` and `h2` in the proof. Their difference is a diagonal matrix with entries $N n_i-n_i^{2a}$.

```lean
/-- For nonnegative occupations, the contracted pair matrix is diagonal with
entries `N n_i - n_i^(2a)`, where `N` is the sum of the occupations. -/
theorem contract_pairMatrix (n : ι → ℝ) (a : ℝ) (hn : ∀ i, 0 ≤ n i) :
    contract (pairMatrix n a)
      = Matrix.diagonal (fun i => (∑ j, n j) * n i - n i ^ (2 * a)) := by
  ext i k
  -- the direct term collects the particle number
  have h1 : ∑ j, n i * n j * delta i k * delta j j = (∑ j, n j) * n i * delta i k := by
    rw [Finset.sum_mul, Finset.sum_mul]
    refine Finset.sum_congr rfl fun j _ => ?_
    have hj : delta j j = 1 := by simp [delta]
    rw [hj]
    ring
  -- the exchange term keeps only j = i
  have h2 : ∑ j, (n i * n j) ^ a * delta i j * delta j k = n i ^ (2 * a) * delta i k := by
    rw [Finset.sum_eq_single i]
    · rw [mul_self_rpow (hn i)]
      simp [delta]
    · intro j _ hj
      simp [delta, hj.symm]
    · intro h
      exact absurd (Finset.mem_univ i) h
  change ∑ j, (n i * n j * delta i k * delta j j
    - (n i * n j) ^ a * delta i j * delta j k) = _
  rw [Finset.sum_sub_distrib, h1, h2, Matrix.diagonal_apply]
  unfold delta
  split_ifs <;> ring
```

Summing the diagonal gives

$$\operatorname{tr}\Gamma = N^2-\sum_i n_i^{2a}.$$

```lean
/-- For nonnegative occupations, the trace of the pair matrix is `N² - ∑ n_i^(2a)`. -/
theorem trace_pairMatrix (n : ι → ℝ) (a : ℝ) (hn : ∀ i, 0 ≤ n i) :
    (pairMatrix n a).trace = (∑ i, n i) ^ 2 - ∑ i, n i ^ (2 * a) := by
  rw [← trace_contract, contract_pairMatrix n a hn, Matrix.trace_diagonal,
    Finset.sum_sub_distrib, ← Finset.mul_sum, sq]
```

If $n_i^{2a}=n_i$ in every orbital, the diagonal entries become $N n_i-n_i=(N-1)n_i$, which is the sum rule.

```lean
/-- For nonnegative occupations with `n_i^(2a) = n_i` in every orbital, the pair
matrix contracts to `(N - 1) diag(n)`. -/
theorem sum_rule_of_rpow_eq (n : ι → ℝ) (a : ℝ) (hn : ∀ i, 0 ≤ n i)
    (hp : ∀ i, n i ^ (2 * a) = n i) :
    contract (pairMatrix n a) = ((∑ i, n i) - 1) • Matrix.diagonal n := by
  rw [contract_pairMatrix n a hn]
  ext i k
  simp only [hp, Matrix.smul_apply, Matrix.diagonal_apply, smul_eq_mul]
  split_ifs <;> ring
```

## Fractional occupations fix the power

The trace differs from the required value by

$$\operatorname{tr}\Gamma-N(N-1)=\sum_i\left(n_i-n_i^{2a}\right).$$

Let $0<n_i<1$ for every orbital, with at least one orbital present. Raising such a number to a larger power makes it smaller, so $2a>1$ gives $n_i^{2a}<n_i$. Every term is then positive, and the trace is too large.

```lean
/-- For occupations strictly between 0 and 1 on a nonempty set of orbitals, a power
`a > 1/2` gives a trace above the pair number `N(N - 1)`. -/
theorem trace_gt [Nonempty ι] (n : ι → ℝ) (a : ℝ) (h0 : ∀ i, 0 < n i)
    (h1 : ∀ i, n i < 1) (ha : 1 / 2 < a) :
    (∑ i, n i) * ((∑ i, n i) - 1) < (pairMatrix n a).trace := by
  have hs : ∑ i, n i ^ (2 * a) < ∑ i, n i := by
    refine Finset.sum_lt_sum_of_nonempty Finset.univ_nonempty fun i _ => ?_
    have h := (Real.rpow_lt_rpow_left_iff_of_base_lt_one (h0 i) (h1 i)).2
      (show (1 : ℝ) < 2 * a by linarith)
    rwa [Real.rpow_one] at h
  rw [trace_pairMatrix n a fun i => (h0 i).le]
  nlinarith
```

For $2a<1$ the inequality is reversed, and the trace is too small.

```lean
/-- For occupations strictly between 0 and 1 on a nonempty set of orbitals, a power
`a < 1/2` gives a trace below the pair number `N(N - 1)`. -/
theorem trace_lt [Nonempty ι] (n : ι → ℝ) (a : ℝ) (h0 : ∀ i, 0 < n i)
    (h1 : ∀ i, n i < 1) (ha : a < 1 / 2) :
    (pairMatrix n a).trace < (∑ i, n i) * ((∑ i, n i) - 1) := by
  have hs : ∑ i, n i < ∑ i, n i ^ (2 * a) := by
    refine Finset.sum_lt_sum_of_nonempty Finset.univ_nonempty fun i _ => ?_
    have h := (Real.rpow_lt_rpow_left_iff_of_base_lt_one (h0 i) (h1 i)).2
      (show 2 * a < (1 : ℝ) by linarith)
    rwa [Real.rpow_one] at h
  rw [trace_pairMatrix n a fun i => (h0 i).le]
  nlinarith
```

If the sum rule holds, taking the trace of both sides gives $\operatorname{tr}\Gamma=N(N-1)$. The two inequalities exclude $a<1/2$ and $a>1/2$, leaving $a=1/2$. Conversely, at $a=1/2$ we have $n_i^{2a}=n_i$, and the sum rule follows. In the Lean statement, `((∑ i, n i) - 1) • Matrix.diagonal n` is $(N-1)\,\mathrm{diag}(n)$, so the equivalence concerns the whole contracted matrix, although the trace alone suffices for one direction.

```lean
/-- For occupations strictly between 0 and 1 on a nonempty set of orbitals, the pair
matrix contracts to `(N - 1) diag(n)` exactly when the power is `a = 1/2`. -/
theorem sum_rule_iff [Nonempty ι] (n : ι → ℝ) (a : ℝ) (h0 : ∀ i, 0 < n i)
    (h1 : ∀ i, n i < 1) :
    contract (pairMatrix n a) = ((∑ i, n i) - 1) • Matrix.diagonal n ↔ a = 1 / 2 := by
  constructor
  · intro h
    -- the sum rule fixes the trace, and the trace fixes the power
    have ht := congrArg Matrix.trace h
    rw [trace_contract, Matrix.trace_smul, Matrix.trace_diagonal, smul_eq_mul] at ht
    rcases lt_trichotomy a (1 / 2) with ha | ha | ha
    · have := trace_lt n a h0 h1 ha
      nlinarith
    · exact ha
    · have := trace_gt n a h0 h1 ha
      nlinarith
  · intro ha
    refine sum_rule_of_rpow_eq n a (fun i => (h0 i).le) fun i => ?_
    rw [show 2 * a = 1 by linarith, Real.rpow_one]
```

For a power functional on finitely many orbitals, all fractionally occupied, fitting $a$ to energies therefore gives up the sum rule whenever the fit moves away from $1/2$.

## Integer occupations leave the power free

Filled or empty orbitals next to a fractional one do not free the power: the diagonal entry of the fractional orbital still requires $n_i^{2a}=n_i$, hence $a=1/2$. The equivalence is lost when every occupation is 0 or 1. Take one orbital with $n=1$ and $a=1$: the pair matrix is $1-1=0$, and $(N-1)n=0$ as well, so the sum rule holds with $a\neq 1/2$. More generally, $0^{2a}=0$ and $1^{2a}=1$ for every $a>0$, so occupations that are all 0 or 1 satisfy the sum rule for every positive power.

```lean
/-- If every occupation is 0 or 1, the pair matrix contracts to `(N - 1) diag(n)`
for every power `a > 0`. -/
theorem sum_rule_of_integer_occupations (n : ι → ℝ) (a : ℝ) (ha : 0 < a)
    (h : ∀ i, n i = 0 ∨ n i = 1) :
    contract (pairMatrix n a) = ((∑ i, n i) - 1) • Matrix.diagonal n := by
  refine sum_rule_of_rpow_eq n a (fun i => ?_) fun i => ?_
  · rcases h i with hi | hi <;> rw [hi]
    exact zero_le_one
  · rcases h i with hi | hi
    · rw [hi, Real.zero_rpow (by positivity)]
    · rw [hi, Real.one_rpow]
```

## A negative weight for two electrons in one spin orbital

The diagonal element $\Gamma_{ii,ii}$ stands for finding two electrons in the same spin orbital, which the Pauli principle requires to be zero. For fractional occupations the sum rule forces $a=1/2$, and then

$$\Gamma_{ii,ii}=n_i^2-n_i=-n_i(1-n_i)<0$$

for every orbital $i$. A matrix with a negative diagonal element is not positive semidefinite, so this $\Gamma$ cannot be the pair density matrix of any electronic state, even though it contracts correctly.

```lean
/-- For occupations strictly between 0 and 1, a pair matrix that contracts to
`(N - 1) diag(n)` has a negative diagonal element for two particles in the same
spin orbital, whichever orbital is chosen. -/
theorem same_orbital_neg_of_sum_rule (n : ι → ℝ) (a : ℝ) (h0 : ∀ i, 0 < n i)
    (h1 : ∀ i, n i < 1)
    (h : contract (pairMatrix n a) = ((∑ i, n i) - 1) • Matrix.diagonal n) (i : ι) :
    pairMatrix n a (i, i) (i, i) < 0 := by
  have : Nonempty ι := ⟨i⟩
  have ha := (sum_rule_iff n a h0 h1).1 h
  -- at a = 1/2 the element is n_i² - n_i
  have he : pairMatrix n a (i, i) (i, i) = n i * n i - n i := by
    have hp : (n i * n i) ^ a = n i := by
      rw [mul_self_rpow (h0 i).le, show 2 * a = 1 by linarith, Real.rpow_one]
    have hd : delta i i = 1 := by simp [delta]
    change n i * n i * delta i i * delta i i
      - (n i * n i) ^ a * delta i i * delta i i = _
    rw [hp, hd]
    ring
  rw [he]
  nlinarith [mul_pos (h0 i) (sub_pos.2 (h1 i))]

end

end PowerFunctional
```

```lean
#print axioms PowerFunctional.sum_rule_of_integer_occupations
#print axioms PowerFunctional.same_orbital_neg_of_sum_rule
```

```
'PowerFunctional.sum_rule_of_integer_occupations' depends on axioms: [propext, Classical.choice, Quot.sound]
'PowerFunctional.same_orbital_neg_of_sum_rule' depends on axioms: [propext, Classical.choice, Quot.sound]
```
